# A sinusoidally driven harmonic orbital mode: bounded off resonance, diverging energy at resonance

The velocity of the mode is treated here as a second unknown function, not as a derivative computed from the displacement. A mode is a pair $(x,v)$ of real functions of time $t$, with

$$x'=v,\qquad v'=f\cos(\Omega t)-\omega^2x,\qquad x(0)=v(0)=0.$$

This is $x''+\omega^2x=f\cos(\Omega t)$ as a first-order system, the form used by integrators that store positions and velocities. Here $\omega$ is the orbital frequency, $\Omega$ the ionic frequency and $f$ the amplitude of the driving force per unit fictitious mass.

## Amplitude bound and resonant growth

For $\omega,\Omega>0$ and $f\neq0$ there is exactly one such pair. If $\Omega\neq\omega$, then at all times

$$|x(t)|\le\frac{2|f|}{|\omega^2-\Omega^2|}.$$

If $\Omega=\omega$, then $x(t)=f\,t\sin(\omega t)/(2\omega)$, and the energy $E=(v^2+\omega^2x^2)/2$ tends to infinity as $t\to\infty$.

## Frequency separation in Car–Parrinello runs

A Car–Parrinello run without a thermostat on the orbitals relies on orbital frequencies lying well above ionic ones, so that the orbitals do not steadily take up energy from the ions. For a single harmonic mode under a prescribed sinusoidal force, the bound expresses this in terms of the frequency gap. A companion bound, $|v(t)|\le|f|/|\omega-\Omega|$, limits the fictitious kinetic energy per unit mass to $f^2/(2(\omega-\Omega)^2)$.

## From energy conservation to the two regimes

**Uniqueness.** Let $(x,v)$ and $(y,u)$ be two solutions, and set $d=x-y$, $e=v-u$. The force cancels, leaving $d'=e$ and $e'=-\omega^2d$. Hence

$$(e^2+\omega^2d^2)'=-2\omega^2ed+2\omega^2de=0.$$

The sum is constant and starts at zero. Both terms are nonnegative, so both vanish, and $\omega>0$ gives $d=e=0$. In `IsDrivenMode.unique`, `hE` is this derivative and `is_const_of_deriv_eq_zero` turns it into conservation.

**Off resonance.** Write $D=\omega^2-\Omega^2=(\omega-\Omega)(\omega+\Omega)\neq0$. The trial function $A\cos(\Omega t)$ solves the equation when $A=f/D$; subtracting $A\cos(\omega t)$ makes the displacement start at zero:

$$x=\frac{f(\cos\Omega t-\cos\omega t)}{D},\qquad v=\frac{f(\omega\sin\omega t-\Omega\sin\Omega t)}{D}.$$

Differentiating once more,

$$v'=\frac{f(\omega^2\cos\omega t-\Omega^2\cos\Omega t)}{D}=f\cos\Omega t-\omega^2x.$$

`offResonant_solution` checks this with the two phase-derivative lemmas; its `linear_combination` step supplies $D/D=1$.

The difference of cosines is at most 2 in absolute value, which gives the amplitude bound. The combination of sines is at most $\omega+\Omega$, and cancelling that factor from $|D|=|\omega-\Omega|(\omega+\Omega)$ gives the velocity bound. In both proofs, `obtain ⟨rfl, rfl⟩` uses uniqueness to replace an arbitrary solution by the closed form.

At $\Omega=2\omega$ and $t=\pi/\omega$, the difference of cosines is $\cos2\pi-\cos\pi=2$, so the amplitude bound is attained, with value $2|f|/(3\omega^2)$. This is `offResonant_bound_sharp`. Here the ions are faster than the orbital, the reverse of the Car–Parrinello ordering. The bound is also attained in that ordering, for $\omega=2\Omega$ at $t=\pi/\Omega$, where the difference of cosines is $-2$; this second case is not in the Lean file.

**At resonance.** Differentiating $x=f\,t\sin(\omega t)/(2\omega)$ gives

$$v=\frac{f(\sin\omega t+\omega t\cos\omega t)}{2\omega},\qquad
v'=f\cos\omega t-\frac{f\omega t\sin\omega t}{2}=f\cos\omega t-\omega^2x.$$

Both functions vanish at $t=0$, so `resonant_solution` holds. With $\theta=\omega t$, $s=\sin\theta$ and $c=\cos\theta$, the energy is

$$E=\frac{f^2}{8\omega^2}\left[(s+\theta c)^2+\theta^2s^2\right].$$

Using $s^2+c^2=1$, the bracket equals $\theta^2+2\theta sc+s^2$, and completing the square gives

$$\theta^2+2\theta sc+s^2-\left(\tfrac{\theta^2}{2}-1\right)=\tfrac12(\theta+2sc)^2+2s^4+c^2\ge0.$$

Therefore

$$E(t)\ge\frac{f^2t^2}{16}-\frac{f^2}{8\omega^2}.$$

Since $f\neq0$, the right side tends to infinity. In `resonant_energy_tendsto`, `e` is the completed square, `positivity` reads off its sign, and `tendsto_atTop_mono` passes the divergence from the parabola to the energy.

## The Lean file

```lean
import Mathlib

open Real Filter

namespace DrivenOrbitalMode

/-- An orbital mode of frequency `ω`, with displacement `x` and velocity `v`, driven by the ionic
force `f cos (Ω t)` per unit fictitious mass and started at rest from the origin. -/
def IsDrivenMode (ω Ω f : ℝ) (x v : ℝ → ℝ) : Prop :=
  x 0 = 0 ∧ v 0 = 0 ∧ (∀ t, HasDerivAt x (v t) t) ∧
    ∀ t, HasDerivAt v (f * cos (Ω * t) - ω ^ 2 * x t) t

/-- The energy of the mode at time `t`, per unit fictitious mass: kinetic plus harmonic potential
energy. -/
noncomputable def modeEnergy (ω : ℝ) (x v : ℝ → ℝ) (t : ℝ) : ℝ :=
  (v t ^ 2 + ω ^ 2 * x t ^ 2) / 2

variable {ω Ω f : ℝ} {x v y u : ℝ → ℝ}

/-- The time derivative of `cos (a t)` is `-a sin (a t)`. -/
theorem hasDerivAt_cos_phase (a t : ℝ) :
    HasDerivAt (fun s => cos (a * s)) (-(a * sin (a * t))) t := by
  have h : HasDerivAt (fun s => cos (a * s)) (-sin (a * t) * (a * 1)) t :=
    ((hasDerivAt_id' t).const_mul a).cos
  exact h.congr_deriv (by ring)

/-- The time derivative of `sin (a t)` is `a cos (a t)`. -/
theorem hasDerivAt_sin_phase (a t : ℝ) :
    HasDerivAt (fun s => sin (a * s)) (a * cos (a * t)) t := by
  have h : HasDerivAt (fun s => sin (a * s)) (cos (a * t) * (a * 1)) t :=
    ((hasDerivAt_id' t).const_mul a).sin
  exact h.congr_deriv (by ring)

/-- Two driven modes with the same frequencies and the same force have the same displacement
and the same velocity at all times. -/
theorem IsDrivenMode.unique (hω : 0 < ω) (h₁ : IsDrivenMode ω Ω f x v)
    (h₂ : IsDrivenMode ω Ω f y u) : x = y ∧ v = u := by
  obtain ⟨hx0, hv0, hx, hv⟩ := h₁
  obtain ⟨hy0, hu0, hy, hu⟩ := h₂
  -- the difference is a free oscillator, so its energy is conserved
  have hE : ∀ t, HasDerivAt (fun s => (v s - u s) * (v s - u s)
      + ω ^ 2 * ((x s - y s) * (x s - y s))) 0 t := by
    intro t
    have hd := (hv t).fun_sub (hu t)
    have he := (hx t).fun_sub (hy t)
    exact ((hd.fun_mul hd).fun_add ((he.fun_mul he).const_mul (ω ^ 2))).congr_deriv
      (by ring)
  have hc := is_const_of_deriv_eq_zero (fun t => (hE t).differentiableAt)
    (fun t => (hE t).deriv)
  -- this energy vanishes initially, hence always
  have key : ∀ t, x t = y t ∧ v t = u t := by
    intro t
    have h := hc t 0
    simp only [hx0, hv0, hy0, hu0] at h
    have p := mul_self_nonneg (v t - u t)
    have q := mul_nonneg (sq_nonneg ω) (mul_self_nonneg (x t - y t))
    have a : (v t - u t) * (v t - u t) = 0 := by linarith
    have b : ω ^ 2 * ((x t - y t) * (x t - y t)) = 0 := by linarith
    have b' := (mul_eq_zero.mp b).resolve_left (pow_pos hω 2).ne'
    exact ⟨sub_eq_zero.mp (mul_self_eq_zero.mp b'), sub_eq_zero.mp (mul_self_eq_zero.mp a)⟩
  exact ⟨funext fun t => (key t).1, funext fun t => (key t).2⟩

/-- Away from resonance the driven mode is a superposition of oscillations at the ionic and at
the orbital frequency. -/
theorem offResonant_solution (hω : 0 < ω) (hΩ : 0 < Ω) (hne : Ω ≠ ω) :
    IsDrivenMode ω Ω f (fun t => f * (cos (Ω * t) - cos (ω * t)) / (ω ^ 2 - Ω ^ 2))
      (fun t => f * (ω * sin (ω * t) - Ω * sin (Ω * t)) / (ω ^ 2 - Ω ^ 2)) := by
  have hD : ω ^ 2 - Ω ^ 2 ≠ 0 := by
    have h : ω ^ 2 - Ω ^ 2 = (ω - Ω) * (ω + Ω) := by ring
    rw [h]
    exact mul_ne_zero (sub_ne_zero.mpr hne.symm) (add_pos hω hΩ).ne'
  refine ⟨by simp, by simp, fun t => ?_, fun t => ?_⟩
  · exact ((((hasDerivAt_cos_phase Ω t).fun_sub (hasDerivAt_cos_phase ω t)).const_mul
      f).div_const (ω ^ 2 - Ω ^ 2)).congr_deriv (by beta_reduce; ring)
  · exact (((((hasDerivAt_sin_phase ω t).const_mul ω).fun_sub
      ((hasDerivAt_sin_phase Ω t).const_mul Ω)).const_mul f).div_const
      (ω ^ 2 - Ω ^ 2)).congr_deriv
      (by beta_reduce; linear_combination (f * cos (Ω * t)) * div_self hD)

/-- Away from resonance the displacement never exceeds `2|f| / |ω² - Ω²|`. -/
theorem offResonant_bound (hω : 0 < ω) (hΩ : 0 < Ω) (hne : Ω ≠ ω)
    (h : IsDrivenMode ω Ω f x v) (t : ℝ) : |x t| ≤ 2 * |f| / |ω ^ 2 - Ω ^ 2| := by
  obtain ⟨rfl, rfl⟩ := h.unique hω (offResonant_solution hω hΩ hne)
  have hA : |cos (Ω * t) - cos (ω * t)| ≤ 2 := abs_le.mpr
    ⟨by linarith [neg_one_le_cos (Ω * t), cos_le_one (ω * t)],
     by linarith [cos_le_one (Ω * t), neg_one_le_cos (ω * t)]⟩
  beta_reduce
  rw [abs_div, abs_mul, mul_comm (2 : ℝ) |f|]
  gcongr

/-- Away from resonance the orbital velocity never exceeds `|f| / |ω - Ω|`. -/
theorem offResonant_velocity_bound (hω : 0 < ω) (hΩ : 0 < Ω) (hne : Ω ≠ ω)
    (h : IsDrivenMode ω Ω f x v) (t : ℝ) : |v t| ≤ |f| / |ω - Ω| := by
  obtain ⟨rfl, rfl⟩ := h.unique hω (offResonant_solution hω hΩ hne)
  have a₁ := mul_le_mul_of_nonneg_left (sin_le_one (ω * t)) hω.le
  have a₂ := mul_le_mul_of_nonneg_left (neg_one_le_sin (ω * t)) hω.le
  have b₁ := mul_le_mul_of_nonneg_left (sin_le_one (Ω * t)) hΩ.le
  have b₂ := mul_le_mul_of_nonneg_left (neg_one_le_sin (Ω * t)) hΩ.le
  have hA : |ω * sin (ω * t) - Ω * sin (Ω * t)| ≤ ω + Ω :=
    abs_le.mpr ⟨by linarith, by linarith⟩
  have hs : 0 < ω + Ω := add_pos hω hΩ
  have hd : 0 < |ω - Ω| := abs_pos.mpr (sub_ne_zero.mpr hne.symm)
  -- one factor of `ω² - Ω² = (ω - Ω)(ω + Ω)` cancels
  have hD : |ω ^ 2 - Ω ^ 2| = |ω - Ω| * (ω + Ω) := by
    rw [show ω ^ 2 - Ω ^ 2 = (ω - Ω) * (ω + Ω) by ring, abs_mul, abs_of_pos hs]
  beta_reduce
  rw [abs_div, abs_mul, hD, div_le_div_iff₀ (mul_pos hd hs) hd]
  calc |f| * |ω * sin (ω * t) - Ω * sin (Ω * t)| * |ω - Ω|
      ≤ |f| * (ω + Ω) * |ω - Ω| := by gcongr
    _ = |f| * (|ω - Ω| * (ω + Ω)) := by ring

/-- For ions moving at twice the orbital frequency, the displacement bound is attained at
time `π / ω`. -/
theorem offResonant_bound_sharp (hω : 0 < ω) (h : IsDrivenMode ω (2 * ω) f x v) :
    |x (π / ω)| = 2 * |f| / |ω ^ 2 - (2 * ω) ^ 2| := by
  obtain ⟨rfl, rfl⟩ := h.unique hω
    (offResonant_solution hω (by linarith) (by intro e; linarith))
  have e₂ : ω * (π / ω) = π := by field_simp
  have e₁ : 2 * ω * (π / ω) = 2 * π := by rw [mul_assoc, e₂]
  beta_reduce
  rw [e₁, e₂, cos_two_pi, cos_pi, abs_div, abs_mul,
    show (1 : ℝ) - -1 = 2 by norm_num, abs_two, mul_comm |f| 2]

/-- At resonance the driven mode has displacement `f t sin (ω t) / (2 ω)`. -/
theorem resonant_solution (hω : 0 < ω) :
    IsDrivenMode ω ω f (fun t => f * t * sin (ω * t) / (2 * ω))
      (fun t => f * (sin (ω * t) + ω * t * cos (ω * t)) / (2 * ω)) := by
  refine ⟨by simp, by simp, fun t => ?_, fun t => ?_⟩
  · exact ((((hasDerivAt_id' t).const_mul f).fun_mul
      (hasDerivAt_sin_phase ω t)).div_const (2 * ω)).congr_deriv (by beta_reduce; ring)
  · exact ((((hasDerivAt_sin_phase ω t).fun_add (((hasDerivAt_id' t).const_mul ω).fun_mul
      (hasDerivAt_cos_phase ω t))).const_mul f).div_const (2 * ω)).congr_deriv
      (by beta_reduce; linear_combination (f * cos (ω * t)) * div_self hω.ne')

/-- At resonance the energy of the mode tends to infinity with time. -/
theorem resonant_energy_tendsto (hω : 0 < ω) (hf : f ≠ 0) (h : IsDrivenMode ω ω f x v) :
    Tendsto (modeEnergy ω x v) atTop atTop := by
  obtain ⟨rfl, rfl⟩ := h.unique hω (resonant_solution hω)
  have h₁ : Tendsto (fun t : ℝ => t ^ 2) atTop atTop := tendsto_pow_atTop two_ne_zero
  have h₂ := tendsto_atTop_add_const_right atTop (-(f ^ 2 / (8 * ω ^ 2)))
    (h₁.const_mul_atTop (show 0 < f ^ 2 / (8 * ω ^ 2) * (ω ^ 2 / 2) by positivity))
  -- the energy lies above a parabola in time
  refine tendsto_atTop_mono (fun t => ?_) h₂
  have key : (ω * t) ^ 2 / 2 - 1 ≤
      (sin (ω * t) + ω * t * cos (ω * t)) ^ 2 + (ω * t * sin (ω * t)) ^ 2 := by
    have e : (sin (ω * t) + ω * t * cos (ω * t)) ^ 2 + (ω * t * sin (ω * t)) ^ 2
        - ((ω * t) ^ 2 / 2 - 1) = (ω * t + 2 * sin (ω * t) * cos (ω * t)) ^ 2 / 2
          + 2 * (sin (ω * t) ^ 2) ^ 2 + cos (ω * t) ^ 2 := by
      linear_combination ((ω * t) ^ 2 - 2 * sin (ω * t) ^ 2 - 1) * sin_sq_add_cos_sq (ω * t)
    rw [← sub_nonneg, e]
    positivity
  have hk := mul_le_mul_of_nonneg_left key (by positivity : 0 ≤ f ^ 2 / (8 * ω ^ 2))
  simp only [modeEnergy]
  calc _ = f ^ 2 / (8 * ω ^ 2) * ((ω * t) ^ 2 / 2 - 1) := by ring
    _ ≤ _ := hk
    _ = _ := by ring

/-- The driven orbital mode exists and is unique; its displacement is at most
`2|f| / |ω² - Ω²|` off resonance, while at resonance it is `f t sin (ω t) / (2 ω)` and its
energy tends to infinity. -/
theorem driven_orbital_mode (hω : 0 < ω) (hΩ : 0 < Ω) (hf : f ≠ 0) :
    (∃! p : (ℝ → ℝ) × (ℝ → ℝ), IsDrivenMode ω Ω f p.1 p.2) ∧
    ∀ x v, IsDrivenMode ω Ω f x v →
      (Ω ≠ ω → ∀ t, |x t| ≤ 2 * |f| / |ω ^ 2 - Ω ^ 2|) ∧
      (Ω = ω → (∀ t, x t = f * t * sin (ω * t) / (2 * ω)) ∧
        Tendsto (modeEnergy ω x v) atTop atTop) := by
  constructor
  · have hex : ∃ x v, IsDrivenMode ω Ω f x v := by
      by_cases e : Ω = ω
      · rw [e]
        exact ⟨_, _, resonant_solution hω⟩
      · exact ⟨_, _, offResonant_solution hω hΩ e⟩
    obtain ⟨x, v, h⟩ := hex
    exact ⟨(x, v), h, fun q hq => Prod.ext (IsDrivenMode.unique hω hq h).1
      (IsDrivenMode.unique hω hq h).2⟩
  · intro x v h
    refine ⟨fun hne t => offResonant_bound hω hΩ hne h t, fun e => ?_⟩
    rw [e] at h
    exact ⟨fun t => congrFun (h.unique hω (resonant_solution hω)).1 t,
      resonant_energy_tendsto hω hf h⟩

end DrivenOrbitalMode
```

```lean
#print axioms DrivenOrbitalMode.offResonant_velocity_bound
#print axioms DrivenOrbitalMode.offResonant_bound_sharp
#print axioms DrivenOrbitalMode.driven_orbital_mode
```

```
'DrivenOrbitalMode.offResonant_velocity_bound' depends on axioms: [propext, Classical.choice, Quot.sound]
'DrivenOrbitalMode.offResonant_bound_sharp' depends on axioms: [propext, Classical.choice, Quot.sound]
'DrivenOrbitalMode.driven_orbital_mode' depends on axioms: [propext, Classical.choice, Quot.sound]
```

## Reach of the theorem for a simulation code

`IsDrivenMode ω Ω f x v` is the initial-value problem above: two initial conditions and two `HasDerivAt` statements, required at every real time, negative times included. `modeEnergy` is $E$, the kinetic plus harmonic energy per unit fictitious mass; it leaves out the coupling energy $-f x\cos(\Omega t)$.

In `driven_orbital_mode`, `∃!` says that exactly one pair of functions satisfies these conditions. The second part takes any such pair and gives the bound when `Ω ≠ ω`, or the closed form and the divergence when `Ω = ω`. `Tendsto (modeEnergy ω x v) atTop atTop` means that the energy eventually stays above any chosen level, which is stronger than being unbounded. The velocity bound and the attained case are separate theorems.

The condition $\Omega>0$ matters. Take $\omega=1$, $\Omega=-1$ and $f=1$. Then $\Omega\neq\omega$, but the cosine is even, so the force is resonant and $x(t)=t\sin(t)/2$ is unbounded. The denominator $|\omega^2-\Omega^2|$ is zero; Lean evaluates the quotient as $0$, and the claimed inequality is false.

The model has one real, undamped mode and a force fixed in advance. It has no back-reaction on the ions, no orthonormality constraint, no thermostat and no coupling between modes. The start at $x=0$ is also particular: the force is already $f$ at $t=0$, so the mode begins away from its instantaneous equilibrium $f/\omega^2$. Time is continuous, so the theorem gives no error or stability estimate for a finite time step.
